# Redrawing positively weighted walkers independently preserves weighted sums on average

In a diffusion Monte Carlo run with a fixed population, the walkers' weights drift apart. From time to time the population is redrawn: walkers are picked at random in proportion to their weights, and every copy continues with an equal share of the total weight. The problems below ask what one such step does to a weighted sum, such as that of the local energies, for a finite population with positive weights and independent draws.

## Walkers, draws and weights

The walkers form a finite set `ι`. Walker i has weight w_i and observable value f_i, both real; in Lean these are functions `w` and `f` on `ι`.

```lean
import Mathlib

open Finset

namespace WalkerReconfiguration

noncomputable section

variable {ι : Type*} [Fintype ι]
```

The total weight is W = ∑_i w_i.

```lean
/-- The total weight `W` of the walker population. -/
def totalWeight (w : ι → ℝ) : ℝ := ∑ i, w i
```

A single draw picks walker i with probability p_i = w_i/W.

```lean
/-- The ratio `w i / W`, which for positive weights is the probability of drawing walker `i`. -/
def drawProb (w : ι → ℝ) (i : ι) : ℝ := w i / totalWeight w
```

There are M draws, and M need not equal the number of walkers; the usual fixed-population step is the case where it does. An outcome σ assigns a walker σ(k) to each draw k. Independence enters as an assumption: the probability of σ is the product of the p_σ(k). The expectation E[F] is the sum of F(σ) over all outcomes, weighted by these products.

```lean
/-- The expectation of `F` over `M` independent draws: a sum over all outcomes `σ`, each weighted by
the product of its single-draw probabilities (for a nonempty population with positive weights). -/
def expectation (w : ι → ℝ) (M : ℕ) (F : (Fin M → ι) → ℝ) : ℝ :=
  ∑ σ : Fin M → ι, (∏ k, drawProb w (σ k)) * F σ
```

Each copy carries weight W/M, so the sum after the step is R(σ) = (W/M) ∑_k f(σ(k)).

```lean
/-- The sum of the observable `f` over the `M` drawn walkers, each carrying the equal
weight `W / M`, for `M ≥ 1`. -/
def reconfigured (w : ι → ℝ) (M : ℕ) (f : ι → ℝ) (σ : Fin M → ι) : ℝ :=
  totalWeight w / M * ∑ k, f (σ k)
```

The weighted mean before the step is μ = (∑_i w_i f_i)/W.

```lean
/-- The weighted mean of `f` over the original walkers, for nonzero total weight. -/
def weightedMean (w f : ι → ℝ) : ℝ := (∑ i, w i * f i) / totalWeight w
```

Positive weights suit branching factors, which are exponentials of real numbers; signed weights are not treated. Several lemmas need only W ≠ 0. They are then identities for the formulas above, whose reading as probabilities and expectations relies on the positive weights assumed in (h) and (i).

## (a) The total weight is positive

Show that a nonempty population with positive weights satisfies

W > 0.

**Solution.** W is a sum of at least one term, and every term is positive. Lean's `Finset.sum_pos` takes these two facts.

```lean
/-- A nonempty population of walkers with positive weights has positive total weight. -/
theorem totalWeight_pos [Nonempty ι] {w : ι → ℝ} (hw : ∀ i, 0 < w i) : 0 < totalWeight w :=
  Finset.sum_pos (fun i _ => hw i) Finset.univ_nonempty
```

## (b) From draw averages to weighted sums

For W ≠ 0, relate the single-draw average of f to its weighted sum:

W ∑_i p_i f_i = ∑_i w_i f_i.

**Solution.** Move W inside the sum. Each term becomes W (w_i/W) f_i = w_i f_i. The proof does the same, term by term.

```lean
/-- For nonzero total weight, `W` times the single-draw average of `f` is the weighted
sum of `f` over the walkers. -/
theorem totalWeight_mul_average {w : ι → ℝ} (hW : totalWeight w ≠ 0) (f : ι → ℝ) :
    totalWeight w * ∑ i, drawProb w i * f i = ∑ i, w i * f i := by
  rw [Finset.mul_sum]
  refine Finset.sum_congr rfl fun i _ => ?_
  unfold drawProb
  rw [← mul_assoc, mul_comm (totalWeight w), div_mul_cancel₀ _ hW]
```

## (c) Normalisation

For W ≠ 0, show that

∑_i p_i = 1.

**Solution.** ∑_i w_i/W = (∑_i w_i)/W = W/W = 1.

```lean
/-- For nonzero total weight `W`, the ratios `w i / W` sum to one. -/
theorem sum_drawProb {w : ι → ℝ} (hW : totalWeight w ≠ 0) : ∑ i, drawProb w i = 1 := by
  unfold drawProb
  rw [← Finset.sum_div]
  exact div_self hW
```

## (d) Products factorise

Let g_k be a function on the walkers for each draw k. Show that

E[∏_k g_k(σ(k))] = ∏_k ∑_i p_i g_k(i).

**Solution.** Merge the two products in the expectation:

E[∏_k g_k(σ(k))] = ∑_σ ∏_k p_σ(k) g_k(σ(k)).

Multiplying out the right side of the target means choosing one walker from each of the M brackets. Each set of choices is one outcome σ, so the same sum appears. `Finset.prod_univ_sum` performs this expansion.

```lean
/-- Independence of the draws: the expectation of a product of functions of the separate draws
is the product of their single-draw averages. -/
theorem expectation_prod (w : ι → ℝ) (M : ℕ) (g : Fin M → ι → ℝ) :
    expectation w M (fun σ => ∏ k, g k (σ k)) = ∏ k, ∑ i, drawProb w i * g k i := by
  unfold expectation
  rw [Finset.prod_univ_sum, Fintype.piFinset_univ]
  exact Finset.sum_congr rfl fun σ _ => Finset.prod_mul_distrib.symm
```

## (e) Linearity

For a constant c and finitely many functions F_k of the outcome, show that

E[c ∑_k F_k] = c ∑_k E[F_k].

**Solution.** Write P(σ) for the probability product. Then

∑_σ P(σ) c ∑_k F_k(σ) = c ∑_k ∑_σ P(σ) F_k(σ),

because finite sums can be exchanged (`Finset.sum_comm`). The index k may run over any finite set; it will be the draws in (h) and pairs of draws in (i).

```lean
/-- The expectation is linear over finite sums with a common constant factor. -/
theorem expectation_mul_sum {κ : Type*} [Fintype κ] (w : ι → ℝ) (M : ℕ) (c : ℝ)
    (F : κ → (Fin M → ι) → ℝ) :
    expectation w M (fun σ => c * ∑ k, F k σ) = c * ∑ k, expectation w M (F k) := by
  simp only [expectation, Finset.mul_sum]
  rw [Finset.sum_comm]
  exact Finset.sum_congr rfl fun k _ => Finset.sum_congr rfl fun σ _ => by ring
```

## (f) Two different draws

For W ≠ 0, k ≠ l and observables f and h, show that

E[f(σ(k)) h(σ(l))] = (∑_i p_i f_i)(∑_i p_i h_i).

**Solution.** In (d), take g_k = f, g_l = h and g_j = 1 for every other draw j. The factors for k and l are the two averages. Every other factor is ∑_i p_i = 1 by (c). In Lean, `fac` evaluates the factors by cases, and `key` is the instance of (d).

```lean
/-- For nonzero total weight, two different draws are uncorrelated: the expectation of
`f` at one draw times `h` at another is the product of the single-draw averages. -/
theorem expectation_pair {w : ι → ℝ} (hW : totalWeight w ≠ 0) {M : ℕ} {k l : Fin M}
    (hkl : k ≠ l) (f h : ι → ℝ) :
    expectation w M (fun σ => f (σ k) * h (σ l)) =
      (∑ i, drawProb w i * f i) * ∑ i, drawProb w i * h i := by
  have key := expectation_prod w M
    (fun j i => (if j = k then f i else 1) * (if j = l then h i else 1))
  -- every draw other than `k` and `l` contributes a factor one
  have fac : ∀ j : Fin M,
      ∑ i, drawProb w i * ((if j = k then f i else 1) * (if j = l then h i else 1)) =
        (if j = k then ∑ i, drawProb w i * f i else 1) *
          (if j = l then ∑ i, drawProb w i * h i else 1) := by
    intro j
    by_cases hk : j = k
    · simp [hk, hkl]
    · by_cases hl : j = l
      · simp [hl, hkl.symm]
      · simp [hk, hl, sum_drawProb hW]
  simp only [fac] at key
  simp only [Finset.prod_mul_distrib, Finset.prod_ite_eq', Finset.mem_univ, if_true] at key
  exact key
```

## (g) One draw

For W ≠ 0 and any draw k, show that

E[f(σ(k))] = ∑_i p_i f_i.

**Solution.** Use (d) with g_k = f and all other functions equal to 1. The other factors are again 1 by (c).

```lean
/-- For nonzero total weight, each single draw has the single-draw average of `f` as its
expectation. -/
theorem expectation_single {w : ι → ℝ} (hW : totalWeight w ≠ 0) {M : ℕ} (k : Fin M)
    (f : ι → ℝ) :
    expectation w M (fun σ => f (σ k)) = ∑ i, drawProb w i * f i := by
  have key := expectation_prod w M (fun j i => if j = k then f i else 1)
  have fac : ∀ j : Fin M, ∑ i, drawProb w i * (if j = k then f i else 1) =
      if j = k then ∑ i, drawProb w i * f i else 1 := by
    intro j
    by_cases hk : j = k
    · simp [hk]
    · simp [hk, sum_drawProb hW]
  simp only [fac] at key
  simpa using key
```

## (h) The first moment

For a nonempty population with positive weights and M ≥ 1, show that

E[R] = ∑_i w_i f_i.

**Solution.** By (a), W ≠ 0. Apply (e), (g) and (b) in turn:

E[R] = (W/M) ∑_k E[f(σ(k))]
= (W/M) M ∑_i p_i f_i
= W ∑_i p_i f_i
= ∑_i w_i f_i.

The `calc` block follows these lines.

As a check, take two walkers with weights 1 and 3, values 2 and 6, and M = 2. The weighted sum is 20. R is 8, 16 or 24 with probabilities 1/16, 6/16 and 9/16, and its mean is (8 + 96 + 216)/16 = 20.

The statement concerns one step with given weights. It does not address bias that may build up over many steps, for instance if the total weight is discarded.

```lean
/-- Reconfiguration preserves the first moment: for positive weights and `M ≥ 1` independent
draws, the expected reconfigured sum of any observable `f` is its original weighted sum. -/
theorem reconfiguration_unbiased [Nonempty ι] {w : ι → ℝ} (hw : ∀ i, 0 < w i) {M : ℕ}
    (hM : 1 ≤ M) (f : ι → ℝ) :
    expectation w M (reconfigured w M f) = ∑ i, w i * f i := by
  have hW := (totalWeight_pos hw).ne'
  have hM' : (M : ℝ) ≠ 0 := by positivity
  calc expectation w M (reconfigured w M f)
      = totalWeight w / M * ∑ k : Fin M, expectation w M (fun σ => f (σ k)) :=
        expectation_mul_sum w M _ (fun k σ => f (σ k))
    _ = totalWeight w / M * (M * ∑ i, drawProb w i * f i) := by
        simp only [expectation_single hW, Finset.sum_const, Finset.card_univ,
          Fintype.card_fin, nsmul_eq_mul]
    _ = ∑ i, w i * f i := by
        rw [← mul_assoc, div_mul_cancel₀ _ hM', totalWeight_mul_average hW]
```

## (i) The noise of the step

Under the same hypotheses, show that

E[(R − ∑_i w_i f_i)²] = (W/M) ∑_i w_i (f_i − μ)².

**Solution.** Put g_i = f_i − μ. Since ∑_i w_i f_i = Wμ,

R(σ) − ∑_i w_i f_i = (W/M) ∑_k g(σ(k)).

The centred observable has zero average:

∑_i p_i g_i = ∑_i p_i f_i − μ = 0.

Square the deviation and take the expectation, using (e):

E[(R − ∑_i w_i f_i)²] = (W/M)² ∑_k ∑_l E[g(σ(k)) g(σ(l))].

Terms with k ≠ l vanish by (f); for M = 1 there are none. Each of the M terms with k = l equals ∑_i p_i g_i² by (g). With (b), the total is

(W/M)² M ∑_i p_i g_i² = (W/M) W ∑_i p_i g_i² = (W/M) ∑_i w_i g_i².

In Lean, `hg` is the centring, `hsq` the double sum, `hpair` the value of each pair and `hdiag` the count of diagonal terms.

In the two-walker example μ = 5, and the formula gives (4/2)(1·9 + 3·1) = 24. Directly, the deviations −12, −4 and 4 give (144 + 6·16 + 9·16)/16 = 24.

The formula belongs to independent draws; schemes that correlate the draws can have a different noise.

```lean
/-- The noise of reconfiguration: for positive weights and `M ≥ 1` draws, the mean square deviation
from the original weighted sum is `W / M` times the weighted sum of the squared deviations of `f`
from its weighted mean. -/
theorem reconfiguration_variance [Nonempty ι] {w : ι → ℝ} (hw : ∀ i, 0 < w i) {M : ℕ}
    (hM : 1 ≤ M) (f : ι → ℝ) :
    expectation w M (fun σ => (reconfigured w M f σ - ∑ i, w i * f i) ^ 2) =
      totalWeight w / M * ∑ i, w i * (f i - weightedMean w f) ^ 2 := by
  have hW := (totalWeight_pos hw).ne'
  have hM' : (M : ℝ) ≠ 0 := by positivity
  have hc : totalWeight w / M * M = totalWeight w := div_mul_cancel₀ _ hM'
  have hμ : weightedMean w f * totalWeight w = ∑ i, w i * f i := div_mul_cancel₀ _ hW
  set μ := weightedMean w f
  -- the centred observable has zero single-draw average
  have hg : ∑ i, drawProb w i * (f i - μ) = 0 := by
    have h1 := totalWeight_mul_average hW f
    have h2 : ∑ i, drawProb w i * (f i - μ) = (∑ i, drawProb w i * f i) - μ := by
      simp only [mul_sub, Finset.sum_sub_distrib]
      rw [← Finset.sum_mul, sum_drawProb hW, one_mul]
    rw [h2]
    apply mul_left_cancel₀ hW
    linear_combination h1 - hμ
  -- the squared deviation is a double sum over pairs of draws
  have hsq : (fun σ : Fin M → ι => (reconfigured w M f σ - ∑ i, w i * f i) ^ 2) =
      fun σ => (totalWeight w / M) ^ 2 *
        ∑ p : Fin M × Fin M, (f (σ p.1) - μ) * (f (σ p.2) - μ) := by
    funext σ
    have h1 : ∑ k, (f (σ k) - μ) = ∑ k, f (σ k) - M * μ := by
      simp [Finset.sum_sub_distrib]
    have h2 : reconfigured w M f σ - ∑ i, w i * f i =
        totalWeight w / M * ∑ k, (f (σ k) - μ) := by
      rw [h1]
      unfold reconfigured
      linear_combination μ * hc + hμ
    rw [h2, mul_pow, Fintype.sum_prod_type, sq (∑ k, (f (σ k) - μ)), Finset.sum_mul_sum]
  -- only the diagonal pairs survive
  have hpair : ∀ p : Fin M × Fin M,
      expectation w M (fun σ => (f (σ p.1) - μ) * (f (σ p.2) - μ)) =
        if p.1 = p.2 then ∑ i, drawProb w i * (f i - μ) ^ 2 else 0 := by
    rintro ⟨k, l⟩
    by_cases hkl : k = l
    · subst hkl
      simp only [if_true, ← sq]
      exact expectation_single hW k (fun i => (f i - μ) ^ 2)
    · rw [if_neg hkl]
      have h := expectation_pair hW hkl (fun i => f i - μ) (fun i => f i - μ)
      simpa only [hg, mul_zero] using h
  have hdiag : ∑ p : Fin M × Fin M,
      (if p.1 = p.2 then ∑ i, drawProb w i * (f i - μ) ^ 2 else 0) =
        M * ∑ i, drawProb w i * (f i - μ) ^ 2 := by
    rw [Fintype.sum_prod_type]
    simp only [Finset.sum_ite_eq, Finset.mem_univ, if_true, Finset.sum_const,
      Finset.card_univ, Fintype.card_fin, nsmul_eq_mul]
  rw [hsq, expectation_mul_sum w M _
    (fun (p : Fin M × Fin M) σ => (f (σ p.1) - μ) * (f (σ p.2) - μ))]
  simp only [hpair]
  rw [hdiag, ← totalWeight_mul_average hW (fun i => (f i - μ) ^ 2)]
  linear_combination
    (totalWeight w / M) * (∑ i, drawProb w i * (f i - μ) ^ 2) * hc

end

end WalkerReconfiguration
```

```lean
#print axioms WalkerReconfiguration.totalWeight_mul_average
#print axioms WalkerReconfiguration.reconfiguration_unbiased
#print axioms WalkerReconfiguration.reconfiguration_variance
```

```
'WalkerReconfiguration.totalWeight_mul_average' depends on axioms: [propext, Classical.choice, Quot.sound]
'WalkerReconfiguration.reconfiguration_unbiased' depends on axioms: [propext, Classical.choice, Quot.sound]
'WalkerReconfiguration.reconfiguration_variance' depends on axioms: [propext, Classical.choice, Quot.sound]
```
